# Freezing atoms commutes with averaging scalar fields over a finite group exactly when whole orbits are frozen

Should a displacement field count as one real number per atom, or as a vector that the symmetry operation also rotates? I symmetrize forces during a relaxation and set them to zero on the fixed atoms. With one number per atom, the two steps seem to commute only if I fix complete sets of equivalent atoms. Is that still true for vectors?

## Complete orbits always suffice, but vectors allow exceptions

Displacements and forces are vectors, which the symmetry operation also rotates, and this changes the answer. For vectors, complete orbits are sufficient but not always necessary, because site symmetry may already force the symmetrized vector to vanish. With full three-dimensional vectors, part of an orbit can be frozen without conflict in some crystals, but not in an isolated molecule. There an atom at the fixed centre is an orbit by itself, and the vector from the centre to any other atom is fixed by that atom's site group, so complete orbits are again necessary.

Let a finite group $G$ permute the atoms $X$ and act linearly on a real vector space $V$ through $\rho$. For $u:X\to V$, define

$$(Su)(x)=\frac1{|G|}\sum_{g\in G}\rho(g)\,u(g^{-1}x),$$

and let $P$ set $u$ to zero on $A\subseteq X$. The site group $G_x$ consists of the operations that fix $x$. Then $PS=SP$ exactly when, for every $x\in A$ with some image $gx\notin A$, the only vector fixed by $G_x$ is zero.

**Equivariance.** Substituting $k=gh$ in the sum gives

$$(Su)(gx)=\frac1{|G|}\sum_h\rho(g)\rho(h)\,u(h^{-1}x)=\rho(g)(Su)(x).$$

So $(Su)(x)$ is fixed by $G_x$, and if $Su$ vanishes at one atom it vanishes on the whole orbit.

**Necessity.** Take $x\in A$, $gx\notin A$ and $v$ fixed by $G_x$. Let $u$ equal $v$ at $x$ and zero elsewhere. Then $Pu=0$, so commutation gives $PSu=0$. Since $gx$ is not frozen, $(Su)(gx)=0$, hence $(Su)(x)=0$. Only $G_x$ contributes there, so $(Su)(x)=\frac{|G_x|}{|G|}v$ and $v=0$.

**Sufficiency.** On an orbit inside $A$, both $PSu$ and $SPu$ are zero. On an orbit outside $A$, both equal $Su$. On a split orbit, some frozen atom has an unfrozen image, so its symmetrized vector is zero by assumption. By equivariance, $Su$ and $SPu$ then vanish on the whole orbit.

For scalars, $V=\mathbb R$ and $\rho$ is trivial. The number 1 is always fixed, so no orbit may be split.

In a relaxation, suppose two atoms are exchanged by inversion, the only operation besides the identity, and carry forces $f\neq0$ and $-f$. Freeze the second. Symmetrizing first leaves $(f,0)$, which breaks the symmetry; freezing first gives $(f/2,-f/2)$, which moves the frozen atom. Freezing both atoms, or dropping inversion from the group, removes the conflict. For symmetrized structure optimization, the criterion applies to a finite group and to constraints that freeze every component of an atom's vector.

In the Lean file, `MulAction G X` is the permutation of atoms, and `ρ : G →* Module.End ℝ V` is the action on vectors, which need not be orthogonal. `symmetrize`, `average` and `freeze` are $S$, its scalar version and $P$. Neither $X$ nor the dimension of $V$ has to be finite. Constraints on single Cartesian components or bond lengths are not modelled.

```lean
import Mathlib

open Equiv

namespace FrozenAtomSymmetry

noncomputable section

variable {G X V : Type*} [Group G] [Fintype G] [MulAction G X]
  [AddCommGroup V] [Module ℝ V]

/-- Symmetrization of a vector field on the atoms: the average over the group of the
transformed fields, where `g` moves the atoms and rotates the vectors by `ρ g`. -/
def symmetrize (ρ : G →* Module.End ℝ V) (u : X → V) : X → V :=
  fun x => (Fintype.card G : ℝ)⁻¹ • ∑ g : G, ρ g (u (g⁻¹ • x))

/-- The group average of a real function on the atoms. -/
def average (G : Type*) {X : Type*} [Group G] [Fintype G] [MulAction G X]
    (f : X → ℝ) : X → ℝ :=
  fun x => (Fintype.card G : ℝ)⁻¹ * ∑ g : G, f (g⁻¹ • x)

open Classical in
/-- Freezing the atoms in `A`: the field is set to zero on `A` and kept elsewhere. -/
def freeze {X V : Type*} [Zero V] (A : Set X) (u : X → V) : X → V :=
  fun x => if x ∈ A then 0 else u x

/-- A symmetrized field is equivariant: its value at the image of an atom is the
rotated value at the atom. -/
theorem symmetrize_smul (ρ : G →* Module.End ℝ V) (u : X → V) (g : G) (x : X) :
    symmetrize ρ u (g • x) = ρ g (symmetrize ρ u x) := by
  unfold symmetrize
  rw [map_smul, map_sum]
  congr 1
  -- reindex the group sum by left multiplication with g
  refine (Fintype.sum_equiv (Equiv.mulLeft g) _ _ fun h => ?_).symm
  change _ = ρ (g * h) (u ((g * h)⁻¹ • g • x))
  have e : (g * h)⁻¹ • g • x = h⁻¹ • x := by
    rw [smul_smul]
    congr 1
    group
  rw [e, map_mul]
  rfl

/-- If a symmetrized field vanishes at one image of an atom, it vanishes at the atom. -/
theorem symmetrize_eq_zero_of_image (ρ : G →* Module.End ℝ V) (u : X → V) (g : G)
    (x : X) (h : symmetrize ρ u (g • x) = 0) : symmetrize ρ u x = 0 := by
  have e := symmetrize_smul ρ u g⁻¹ (g • x)
  rwa [inv_smul_smul, h, map_zero] at e

/-- Freezing commutes with symmetrization of vector fields exactly when every frozen atom
that has an unfrozen image sits at a site whose site group fixes only the zero vector. -/
theorem freeze_symmetrize_comm_iff (ρ : G →* Module.End ℝ V) (A : Set X) :
    (∀ u : X → V, freeze A (symmetrize ρ u) = symmetrize ρ (freeze A u)) ↔
      ∀ x ∈ A, ∀ g : G, g • x ∉ A →
        ∀ v : V, (∀ h : G, h • x = x → ρ h v = v) → v = 0 := by
  classical
  constructor
  · intro hc x hx g hg v hv
    -- test field: the invariant vector v on the frozen atom x alone
    let u : X → V := fun y => if y = x then v else 0
    have hPu : freeze A u = 0 := by
      funext y
      by_cases hy : y ∈ A
      · simp [freeze, hy]
      · have hyx : y ≠ x := fun e => hy (e ▸ hx)
        simp [freeze, u, hyx]
    have hS0 : symmetrize ρ (0 : X → V) = 0 := by
      funext y
      simp [symmetrize]
    have h0 : symmetrize ρ u (g • x) = 0 := by
      have e := congrFun (hc u) (g • x)
      rw [hPu, hS0] at e
      simpa [freeze, hg] using e
    have h2 : (Fintype.card G : ℝ)⁻¹ • ∑ k : G, ρ k (u (k⁻¹ • x)) = 0 :=
      symmetrize_eq_zero_of_image ρ u g x h0
    -- only the site group of x contributes, and each element contributes v
    have hterm : ∀ k : G, ρ k (u (k⁻¹ • x)) = if k • x = x then v else 0 := by
      intro k
      change ρ k (if k⁻¹ • x = x then v else 0) = _
      by_cases hk : k • x = x
      · rw [if_pos (inv_smul_eq_iff.mpr hk.symm), if_pos hk, hv k hk]
      · rw [if_neg (fun e => hk (inv_smul_eq_iff.mp e).symm), if_neg hk, map_zero]
    rw [Finset.sum_congr rfl (fun k _ => hterm k), ← Finset.sum_filter,
      Finset.sum_const, ← Nat.cast_smul_eq_nsmul ℝ, smul_smul] at h2
    exact (smul_eq_zero.mp h2).resolve_left (mul_ne_zero
      (inv_ne_zero (Nat.cast_ne_zero.mpr Fintype.card_ne_zero))
      (Nat.cast_ne_zero.mpr (Finset.card_ne_zero_of_mem (a := (1 : G)) (by simp))))
  · intro h u
    funext x
    by_cases hm : ∀ g : G, (g • x ∈ A ↔ x ∈ A)
    · -- the orbit lies wholly inside or wholly outside A
      by_cases hx : x ∈ A
      · simp [freeze, symmetrize, hm, hx]
      · simp [freeze, symmetrize, hm, hx]
    · -- on a split orbit every symmetrized field vanishes
      obtain ⟨g, hg⟩ := not_forall.mp hm
      have hfix : ∀ (w : X → V) (y : X) (k : G), k • y = y →
          ρ k (symmetrize ρ w y) = symmetrize ρ w y := by
        intro w y k hk
        rw [← symmetrize_smul, hk]
      have hz : ∀ w : X → V, symmetrize ρ w x = 0 := by
        intro w
        by_cases hx : x ∈ A
        · exact h x hx g (fun k => hg (iff_of_true k hx)) _ (hfix w x)
        · have hgx : g • x ∈ A := by
            by_contra k
            exact hg (iff_of_false k hx)
          exact symmetrize_eq_zero_of_image ρ w g x
            (h (g • x) hgx g⁻¹ (by rwa [inv_smul_smul]) _ (hfix w (g • x)))
      rw [hz (freeze A u)]
      simp [freeze, hz u]

/-- For real functions on the atoms, freezing commutes with the group average exactly
when the frozen set is a union of symmetry orbits. -/
theorem freeze_average_comm_iff (A : Set X) :
    (∀ f : X → ℝ, freeze A (average G f) = average G (freeze A f)) ↔
      ∃ B : Set X, A = ⋃ x ∈ B, MulAction.orbit G x := by
  have hav : ∀ f : X → ℝ,
      average G f = symmetrize (1 : G →* Module.End ℝ ℝ) f := by
    intro f
    funext x
    simp [average, symmetrize]
  simp_rw [hav]
  rw [freeze_symmetrize_comm_iff]
  constructor
  · intro h
    refine ⟨A, ?_⟩
    ext y
    simp only [Set.mem_iUnion, exists_prop]
    constructor
    · intro hy
      exact ⟨y, hy, MulAction.mem_orbit_self y⟩
    · rintro ⟨x, hx, g, rfl⟩
      by_contra hg
      -- the number 1 is invariant under the trivial action
      exact one_ne_zero (h x hx g hg (1 : ℝ) (fun _ _ => rfl))
  · rintro ⟨B, rfl⟩ x hx g hg
    exfalso
    apply hg
    simp only [Set.mem_iUnion, exists_prop] at hx ⊢
    obtain ⟨b, hb, k, rfl⟩ := hx
    exact ⟨b, hb, g * k, mul_smul g k b⟩

/-- Freezing a set of atoms that the group maps into itself commutes with symmetrization
of vector fields, however the group acts on the vectors. -/
theorem freeze_symmetrize_comm_of_invariant (ρ : G →* Module.End ℝ V) (A : Set X)
    (hA : ∀ g : G, ∀ x ∈ A, g • x ∈ A) (u : X → V) :
    freeze A (symmetrize ρ u) = symmetrize ρ (freeze A u) :=
  (freeze_symmetrize_comm_iff ρ A).mpr (fun x hx g hg => absurd (hA g x hx) hg) u

/-- The action of the permutations of three atoms on a displacement along one axis that
changes sign under odd permutations. -/
def outOfPlane : Perm (Fin 3) →* Module.End ℝ ℝ where
  toFun g := (((Perm.sign g : ℤˣ) : ℤ) : ℝ) • (1 : Module.End ℝ ℝ)
  map_one' := by simp
  map_mul' g h := by
    ext
    simp
    ring

/-- For three atoms whose displacements change sign under odd permutations, freezing one
atom commutes with symmetrization although that atom is not a union of orbits. -/
theorem triangle_single_frozen_atom :
    (∀ u : Fin 3 → ℝ, freeze {0} (symmetrize outOfPlane u) =
      symmetrize outOfPlane (freeze {0} u)) ∧
    ¬ ∃ B : Set (Fin 3), ({0} : Set (Fin 3)) =
      ⋃ x ∈ B, MulAction.orbit (Perm (Fin 3)) x := by
  constructor
  · rw [freeze_symmetrize_comm_iff]
    intro x hx g _ v hv
    obtain rfl : x = 0 := hx
    -- exchanging the other two atoms fixes atom 0 and reverses v
    have h := hv (swap 1 2) (by decide)
    have h' : (((Perm.sign (swap (1 : Fin 3) 2) : ℤˣ) : ℤ) : ℝ) * v = v := h
    have hs : Perm.sign (swap (1 : Fin 3) 2) = -1 := Perm.sign_swap (by decide)
    rw [hs] at h'
    norm_num at h'
    linarith
  · rintro ⟨B, hB⟩
    have h0 : (0 : Fin 3) ∈ ({0} : Set (Fin 3)) := rfl
    have h1 : (1 : Fin 3) ∈ ({0} : Set (Fin 3)) := by
      rw [hB] at h0 ⊢
      simp only [Set.mem_iUnion, exists_prop] at h0 ⊢
      obtain ⟨b, hb, k, hk⟩ := h0
      refine ⟨b, hb, swap 0 1 * k, ?_⟩
      have hk' : k b = 0 := hk
      change swap 0 1 (k b) = 1
      rw [hk']
      exact swap_apply_left 0 1
    exact absurd h1 (by simp)

end

end FrozenAtomSymmetry
```

```lean
#print axioms FrozenAtomSymmetry.freeze_average_comm_iff
#print axioms FrozenAtomSymmetry.freeze_symmetrize_comm_of_invariant
#print axioms FrozenAtomSymmetry.triangle_single_frozen_atom
```

```
'FrozenAtomSymmetry.freeze_average_comm_iff' depends on axioms: [propext, Classical.choice, Quot.sound]
'FrozenAtomSymmetry.freeze_symmetrize_comm_of_invariant' depends on axioms: [propext, Classical.choice, Quot.sound]
'FrozenAtomSymmetry.triangle_single_frozen_atom' depends on axioms: [propext, Classical.choice, Quot.sound]
```

`symmetrize_smul` proves equivariance by reindexing with `Equiv.mulLeft g`, and `symmetrize_eq_zero_of_image` applies it to $g^{-1}$ to carry a zero back along the orbit.

In `freeze_symmetrize_comm_iff`, the forward direction builds the one-atom test field. `hPu` says that freezing kills it, `hterm` evaluates each summand, and `smul_eq_zero` removes the positive factor. The reverse direction splits on `hm`, whether the orbit lies on one side of $A$. If it does, `simp` compares the two fields; if not, `hfix` supplies site invariance and `hz` the vanishing.

`freeze_average_comm_iff` specializes to the trivial action; its set `B` selects the orbits whose union is $A$. `freeze_symmetrize_comm_of_invariant` gives the sufficient condition for any `ρ`.

`triangle_single_frozen_atom` supplies an exception with a single displacement component per atom. Its sign rule describes out-of-plane displacements of an equilateral triangle under proper rotations, where a half-turn about an in-plane axis exchanges two atoms and reverses the displacement. With atom 0 frozen, `swap 1 2` fixes that atom and forces $v=-v$, so $v=0$. The steps commute because every symmetrized field of this kind is zero. Yet `swap 0 1` moves atom 0 to atom 1, so `{0}` is not a union of orbits. This does not extend to the full displacements of the triangle: the half-turn that fixes atom 0 also fixes the in-plane vector along its axis, so freezing that atom alone then fails to commute. Diamond is an exception with full vectors, which is not formalized here. Modulo lattice translations, its two atoms are exchanged by inversion, and the tetrahedral site group of each fixes only the zero vector.
